# An upper bound on the thermal fluctuations of finitely many undamped poles with positive weights from two sum rules

## Fluctuations from limited spectral data

A molecule in thermal equilibrium has a fluctuating dipole moment. Its variance depends on the whole absorption spectrum, but often only two numbers are known: the static polarisability and the total strength fixed by the high-frequency response. How large can the variance be, given these two numbers and the temperature?

Take a response with finitely many sharp lines, with weights \(c_j>0\) and frequencies \(w_j>0\):

\[
\chi(\omega)=\sum_j \frac{c_j w_j^2}{w_j^2-\omega^2}.
\]

Positive weights describe a passive system, one without population inversion. The usual oscillator strength is proportional to \(c_jw_j^2\), not to \(c_j\).

Setting \(\omega=0\) gives \(\chi(0)=\sum_j c_j=:X\). For large \(\omega\), each term of \(-\omega^2\chi(\omega)\) is

\[
\frac{c_jw_j^2\,\omega^2}{\omega^2-w_j^2}=c_jw_j^2+\frac{c_jw_j^4}{\omega^2-w_j^2},
\]

so the limit is \(F:=\sum_j c_jw_j^2\).

With \(\hbar=1\) and inverse temperature \(\beta=1/(k_BT)\), define

\[
S=\sum_j c_jw_j\coth(\beta w_j/2).
\]

By the fluctuation-dissipation theorem, \(S\) is twice the equilibrium variance of the observable, provided that the observable has no zero-frequency part. This identification is the step from the model to a real system, and the Lean code takes \(S\) as a definition.

## The bound and its Lean reading

For at least one pole and \(\beta>0\),

\[
S\le\sqrt{FX}\,\coth\!\left(\tfrac{\beta}{2}\sqrt{F/X}\right),
\]

with equality if and only if all \(w_j\) coincide. A single pole therefore always gives equality.

In `fluctuation_bound`, the poles are labelled by a finite type `ι`, and `[Nonempty ι]` says that there is at least one. The functions `c` and `w` hold the weights and frequencies, and `hc`, `hw` and `hβ` are the positivity conditions. The quantities \(X\), \(F\) and \(S\) are `staticSum c`, `fSum c w` and `fluctuation β c w`. The theorems `response_zero` and `response_high_frequency` tie the first two to \(\chi\).

Damping and continuous spectra lie beyond this model. For a spectrum represented by finitely many undamped lines, half the right-hand side bounds the variance of one dipole component, under the condition on the zero-frequency part stated above. The static polarisability and the f-sum must cover the same motions as that variance: values computed with clamped nuclei bound only the electronic fluctuations, not those from vibration and rotation.

## A tangent in the squared frequency

**A hyperbolic inequality.** Let \(g(u)=\sinh^2u+u\tanh u-2u^2\). Then

\[
g'(u)=2\sinh u\cosh u+\tanh u+\frac{u}{\cosh^2u}-4u,
\]

and \(g(0)=g'(0)=0\). Differentiating again and using \(\cosh^2u=1+\sinh^2u\),

\[
g''(u)=4\sinh^2u-2\tanh^2u-\frac{2u\sinh u}{\cosh^3u}.
\]

For \(u>0\) we have \(\tanh^2u\le\sinh^2u\) and \(u\sinh u/\cosh^3u\le u\sinh u<\sinh^2u\), so \(g''(u)>0\). Hence \(g'(u)>0\), and then \(g(u)>0\). Multiplying by \(\cosh u\) gives

\[
2u^2\cosh u<u\sinh u+\cosh u\,\sinh^2u .
\]

**A decreasing slope.** Put \(s(u)=\coth u/u-1/\sinh^2u\). Since \((u\coth u)'=u\,s(u)\), the slope of \(u\coth u\) with respect to \(u^2\) is \(s(u)/2\). Moreover,

\[
s'(u)=\frac{2u^2\cosh u-u\sinh u-\cosh u\sinh^2u}{u^2\sinh^3u}<0 .
\]

**The tangent.** For fixed \(v>0\), let \(d(y)=\tfrac12s(v)y^2-y\coth y\). Its derivative \(y\,(s(v)-s(y))\) is negative for \(0<y<v\) and positive for \(y>v\). So \(d(u)>d(v)\) for every positive \(u\ne v\), which means

\[
u\coth u<v\coth v+\tfrac12s(v)(u^2-v^2).
\]

**The sum over poles.** Let \(\Omega=\sqrt{F/X}\), \(u=\beta w_j/2\) and \(v=\beta\Omega/2\). Multiplying by \(2/\beta\), and allowing equality at \(w_j=\Omega\), gives

\[
w_j\coth\frac{\beta w_j}{2}\le\Omega\coth\frac{\beta\Omega}{2}+A(w_j^2-\Omega^2),\qquad A=\frac{\beta}{4}\,s\!\left(\frac{\beta\Omega}{2}\right).
\]

Multiply by \(c_j\) and sum. The last term contributes \(A(F-X\Omega^2)=0\), and \(X\Omega=\sqrt{FX}\), which proves the bound.

If some \(w_j\ne\Omega\), its term is strictly smaller and so is the sum. Equality therefore forces every \(w_j\) to equal \(\Omega\). Conversely, if all frequencies equal \(w\), then \(F=Xw^2\), so \(w=\Omega\) and both sides agree.

## A negative weight, and the ground-state limit

Take weights \(2\) and \(-1\) at frequencies \(5\) and \(1\). Then \(X=1\), \(F=49\) and \(\Omega=7\). At \(\beta=2\) the fluctuation sum is \(10\coth5-\coth1\approx8.69\), while the claimed bound is \(7\coth7\approx7.00\). Positivity of \(X\) and \(F\) alone is thus not enough for the inequality. A negative weight does not occur in thermal equilibrium, so the sum in this example is a formal quantity and not twice a variance.

For positive weights, the same tangent argument applies at zero temperature, where \(\coth\) is replaced by 1. From \((w_j-\Omega)^2\ge0\) follows \(w_j\le\Omega+(w_j^2-\Omega^2)/(2\Omega)\), and the weighted sum gives

\[
\sum_j c_jw_j\le\sqrt{FX},
\]

again with equality exactly when all frequencies coincide. The example and this limit are argued in prose alone.

## The Lean file

```lean
import Mathlib

open Filter Topology Set

namespace ThermalFluctuationBound

noncomputable section

/-- The hyperbolic cotangent, for `u ≠ 0`. -/
def coth (u : ℝ) : ℝ := Real.cosh u / Real.sinh u

/-- The slope of `u coth u` with respect to `u ^ 2 / 2`, for `u ≠ 0`. -/
def cothSlope (u : ℝ) : ℝ := coth u / u - 1 / Real.sinh u ^ 2

variable {ι : Type*} [Fintype ι]

/-- Undamped pole model of a linear response with weights `c j` and resonance frequencies `w j`,
for `ω` away from the resonances `± w j`. -/
def response (c w : ι → ℝ) (ω : ℝ) : ℝ := ∑ j, c j * w j ^ 2 / (w j ^ 2 - ω ^ 2)

/-- The sum `X` of the pole weights. -/
def staticSum (c : ι → ℝ) : ℝ := ∑ j, c j

/-- The sum `F` of the pole weights times the squared frequencies. -/
def fSum (c w : ι → ℝ) : ℝ := ∑ j, c j * w j ^ 2

/-- The thermal fluctuation sum at inverse temperature `β` (units with `ħ = 1`), for `β` and all
frequencies nonzero. -/
def fluctuation (β : ℝ) (c w : ι → ℝ) : ℝ := ∑ j, c j * w j * coth (β * w j / 2)

/-- If no resonance frequency vanishes, the response at zero frequency is `X`. -/
theorem response_zero (c w : ι → ℝ) (hw : ∀ j, w j ≠ 0) :
    response c w 0 = staticSum c := by
  unfold response staticSum
  refine Finset.sum_congr rfl fun j _ => ?_
  rw [zero_pow two_ne_zero, sub_zero, mul_div_assoc, div_self (pow_ne_zero 2 (hw j)), mul_one]

/-- At high frequency `-ω ^ 2` times the response tends to `F`. -/
theorem response_high_frequency (c w : ι → ℝ) :
    Tendsto (fun ω : ℝ => -ω ^ 2 * response c w ω) atTop (𝓝 (fSum c w)) := by
  simp only [response, fSum, Finset.mul_sum]
  refine tendsto_finsetSum _ fun j _ => ?_
  have hD : Tendsto (fun ω : ℝ => ω ^ 2 + -(w j ^ 2)) atTop atTop :=
    tendsto_atTop_add_const_right atTop _ (tendsto_pow_atTop two_ne_zero)
  have h := (tendsto_const_nhds (x := c j * w j ^ 2)).add
    (hD.const_div_atTop (c j * w j ^ 2 * w j ^ 2))
  rw [add_zero] at h
  refine Tendsto.congr' ?_ h
  -- beyond the resonance, split off the limit from a remainder that decays
  filter_upwards [eventually_gt_atTop |w j|] with ω hω
  have hlt : w j ^ 2 < ω ^ 2 := by
    rw [← sq_abs (w j)]
    nlinarith [abs_nonneg (w j)]
  have hne : ω ^ 2 + -(w j ^ 2) ≠ 0 := by linarith
  have h1 := mul_inv_cancel₀ hne
  have e : w j ^ 2 - ω ^ 2 = -(ω ^ 2 + -(w j ^ 2)) := by ring
  rw [e, div_neg, div_eq_mul_inv, div_eq_mul_inv]
  linear_combination (-(c j * w j ^ 2)) * h1

/-- For `u > 0`, `2 u² cosh u` is smaller than `u sinh u + cosh u sinh² u`. -/
theorem hyperbolic_inequality {u : ℝ} (hu : 0 < u) :
    2 * u ^ 2 * Real.cosh u < u * Real.sinh u + Real.cosh u * Real.sinh u ^ 2 := by
  -- a function that starts at zero with positive derivative is positive
  have key : ∀ f f' : ℝ → ℝ, (∀ x, HasDerivAt f (f' x) x) → f 0 = 0 →
      (∀ x, 0 < x → 0 < f' x) → ∀ x, 0 < x → 0 < f x := by
    intro f f' h h0 hp x hx
    have hm : StrictMonoOn f (Ici 0) := by
      refine strictMonoOn_of_deriv_pos (convex_Ici 0)
        (fun y _ => (h y).continuousAt.continuousWithinAt) fun y hy => ?_
      rw [interior_Ici] at hy
      rw [(h y).deriv]
      exact hp y hy
    have := hm (mem_Ici.2 le_rfl) (mem_Ici.2 hx.le) hx
    rwa [h0] at this
  have dT : ∀ x : ℝ, HasDerivAt (fun y => Real.sinh y / Real.cosh y)
      (1 / Real.cosh x ^ 2) x := fun x =>
    ((Real.hasDerivAt_sinh x).fun_div (Real.hasDerivAt_cosh x)
      (Real.cosh_pos x).ne').congr_deriv (by congr 1; linarith [Real.cosh_sq x])
  -- first derivative of sinh² + u tanh - 2u², shown positive through the second
  have h1 := key (fun x => 2 * (Real.sinh x * Real.cosh x) + Real.sinh x / Real.cosh x
      + x / (Real.cosh x * Real.cosh x) - 4 * x)
    (fun x => 2 * (Real.cosh x ^ 2 + Real.sinh x ^ 2) + 2 * (1 / Real.cosh x ^ 2)
      - 2 * (x * Real.sinh x / Real.cosh x ^ 3) - 4)
    (fun x => by
      have hC := (Real.cosh_pos x).ne'
      have dS := Real.hasDerivAt_sinh x
      have dC := Real.hasDerivAt_cosh x
      refine (((((dS.fun_mul dC).const_mul 2).fun_add (dT x)).fun_add
        ((hasDerivAt_id' x).fun_div (dC.fun_mul dC) (mul_ne_zero hC hC))).fun_sub
        ((hasDerivAt_id' x).const_mul 4)).congr_deriv ?_
      field_simp
      ring)
    (by simp)
    (fun x hx => by
      have hC := Real.cosh_pos x
      have hS : x < Real.sinh x := Real.self_lt_sinh_iff.2 hx
      have hS0 : 0 < Real.sinh x := hx.trans hS
      have a1 : 1 / Real.cosh x ^ 2 = 1 - Real.sinh x ^ 2 / Real.cosh x ^ 2 := by
        rw [eq_sub_iff_add_eq, ← add_div, div_eq_one_iff_eq (by positivity)]
        linarith [Real.cosh_sq x]
      have a2 : Real.sinh x ^ 2 / Real.cosh x ^ 2 ≤ Real.sinh x ^ 2 :=
        div_le_self (by positivity) (one_le_pow₀ (Real.one_le_cosh x))
      have a3 : x * Real.sinh x / Real.cosh x ^ 3 ≤ x * Real.sinh x :=
        div_le_self (by positivity) (one_le_pow₀ (Real.one_le_cosh x))
      have a4 : x * Real.sinh x < Real.sinh x ^ 2 := by nlinarith
      linarith [Real.cosh_sq x])
  have h2 := key (fun x => Real.sinh x * Real.sinh x + x * (Real.sinh x / Real.cosh x)
      - 2 * (x * x)) _
    (fun x => (((((Real.hasDerivAt_sinh x).fun_mul (Real.hasDerivAt_sinh x)).fun_add
      ((hasDerivAt_id' x).fun_mul (dT x))).fun_sub
      (((hasDerivAt_id' x).fun_mul (hasDerivAt_id' x)).const_mul 2)).congr_deriv (by ring)))
    (by simp) h1 u hu
  have hC := Real.cosh_pos u
  have h3 := mul_pos h2 hC
  have h4 : Real.sinh u / Real.cosh u * Real.cosh u = Real.sinh u :=
    div_mul_cancel₀ _ hC.ne'
  linear_combination h3 + u * h4

/-- For `u > 0` the derivative of `coth u` is `-1 / sinh² u`. -/
theorem hasDerivAt_coth {u : ℝ} (hu : 0 < u) :
    HasDerivAt coth (-(1 / Real.sinh u ^ 2)) u :=
  ((Real.hasDerivAt_cosh u).fun_div (Real.hasDerivAt_sinh u)
    (Real.sinh_pos_iff.2 hu).ne').congr_deriv (by
      rw [← neg_div]
      congr 1
      linarith [Real.cosh_sq u])

/-- On positive arguments the slope of `u coth u` with respect to `u ^ 2 / 2` is strictly
decreasing. -/
theorem cothSlope_strictAntiOn : StrictAntiOn cothSlope (Ioi 0) := by
  have hd : ∀ x : ℝ, 0 < x → HasDerivAt cothSlope
      ((2 * x ^ 2 * Real.cosh x - (x * Real.sinh x + Real.cosh x * Real.sinh x ^ 2))
        / (x ^ 2 * Real.sinh x ^ 3)) x := by
    intro x hx
    have hS := (Real.sinh_pos_iff.2 hx).ne'
    have dS2 : HasDerivAt (fun y => Real.sinh y ^ 2) (2 * Real.sinh x * Real.cosh x) x := by
      simpa using (Real.hasDerivAt_sinh x).fun_pow 2
    refine (((hasDerivAt_coth hx).fun_div (hasDerivAt_id' x) hx.ne').fun_sub
      ((hasDerivAt_const x (1 : ℝ)).fun_div dS2 (pow_ne_zero 2 hS))).congr_deriv ?_
    unfold coth
    field_simp
    ring
  refine strictAntiOn_of_deriv_neg (convex_Ioi 0)
    (fun x hx => (hd x hx).continuousAt.continuousWithinAt) fun x hx => ?_
  rw [interior_Ioi] at hx
  have hx' : 0 < x := hx
  have hS := Real.sinh_pos_iff.2 hx'
  rw [(hd x hx').deriv]
  exact div_neg_of_neg_of_pos (sub_neg.2 (hyperbolic_inequality hx')) (by positivity)

/-- For distinct positive `u` and `v`, `u coth u` lies strictly below its tangent at `v`, drawn
as a function of the square of the argument. -/
theorem coth_tangent {u v : ℝ} (hu : 0 < u) (hv : 0 < v) (huv : u ≠ v) :
    u * coth u < v * coth v + cothSlope v / 2 * (u ^ 2 - v ^ 2) := by
  have dk : ∀ y : ℝ, 0 < y → HasDerivAt (fun y => cothSlope v / 2 * (y * y) - y * coth y)
      (y * (cothSlope v - cothSlope y)) y := by
    intro y hy
    have h1 : y * (coth y / y) = coth y := by field_simp
    have e : y * cothSlope y = coth y - y * (1 / Real.sinh y ^ 2) := by
      rw [cothSlope, mul_sub, h1]
    refine ((((hasDerivAt_id' y).fun_mul (hasDerivAt_id' y)).const_mul
      (cothSlope v / 2)).fun_sub
      ((hasDerivAt_id' y).fun_mul (hasDerivAt_coth hy))).congr_deriv ?_
    linear_combination e
  -- the gap to the tangent falls before `v` and rises after it
  rcases lt_or_gt_of_ne huv with h | h
  · have hm : StrictAntiOn (fun y => cothSlope v / 2 * (y * y) - y * coth y) (Ioc 0 v) := by
      refine strictAntiOn_of_deriv_neg (convex_Ioc 0 v)
        (fun y hy => (dk y hy.1).continuousAt.continuousWithinAt) fun y hy => ?_
      rw [interior_Ioc] at hy
      rw [(dk y hy.1).deriv]
      exact mul_neg_of_pos_of_neg hy.1 (sub_neg.2 (cothSlope_strictAntiOn hy.1 hv hy.2))
    have h2 := hm ⟨hu, h.le⟩ ⟨hv, le_rfl⟩ h
    linear_combination h2
  · have hm : StrictMonoOn (fun y => cothSlope v / 2 * (y * y) - y * coth y) (Ici v) := by
      refine strictMonoOn_of_deriv_pos (convex_Ici v)
        (fun y hy => (dk y (hv.trans_le hy)).continuousAt.continuousWithinAt) fun y hy => ?_
      rw [interior_Ici] at hy
      have hy0 : 0 < y := hv.trans hy
      rw [(dk y hy0).deriv]
      exact mul_pos hy0 (sub_pos.2 (cothSlope_strictAntiOn hv hy0 hy))
    have h2 := hm (mem_Ici.2 le_rfl) (mem_Ici.2 h.le) h
    linear_combination h2

/-- For positive weights, positive frequencies, at least one pole and `β > 0`, the thermal
fluctuation sum is at most `√(F X) coth(β √(F / X) / 2)`, with equality if and only if all
frequencies coincide. -/
theorem fluctuation_bound [Nonempty ι] {β : ℝ} (hβ : 0 < β) (c w : ι → ℝ)
    (hc : ∀ j, 0 < c j) (hw : ∀ j, 0 < w j) :
    fluctuation β c w ≤ √(fSum c w * staticSum c) * coth (β * √(fSum c w / staticSum c) / 2) ∧
    (fluctuation β c w = √(fSum c w * staticSum c) * coth (β * √(fSum c w / staticSum c) / 2)
      ↔ ∀ i j, w i = w j) := by
  have hX : 0 < staticSum c := Finset.sum_pos (fun j _ => hc j) Finset.univ_nonempty
  have hF : 0 < fSum c w :=
    Finset.sum_pos (fun j _ => mul_pos (hc j) (pow_pos (hw j) 2)) Finset.univ_nonempty
  -- the single frequency that reproduces both sum rules
  obtain ⟨Ω, hΩ⟩ : ∃ Ω, Ω = √(fSum c w / staticSum c) := ⟨_, rfl⟩
  have hΩ0 : 0 < Ω := by rw [hΩ]; exact Real.sqrt_pos.2 (div_pos hF hX)
  have hXF : staticSum c * Ω ^ 2 = fSum c w := by
    rw [hΩ, Real.sq_sqrt (div_pos hF hX).le, mul_div_cancel₀ _ hX.ne']
  have hroot : √(fSum c w * staticSum c) = staticSum c * Ω := by
    rw [← hXF, show staticSum c * Ω ^ 2 * staticSum c = (staticSum c * Ω) ^ 2 by ring,
      Real.sqrt_sq (mul_pos hX hΩ0).le]
  rw [hroot, ← hΩ]
  obtain ⟨A, hA⟩ : ∃ A, A = β * cothSlope (β * Ω / 2) / 4 := ⟨_, rfl⟩
  obtain ⟨B, hB⟩ : ∃ B, B = Ω * coth (β * Ω / 2) := ⟨_, rfl⟩
  have hlt : ∀ j, w j ≠ Ω →
      c j * w j * coth (β * w j / 2) < c j * (B + A * (w j ^ 2 - Ω ^ 2)) := by
    intro j hj
    have h := coth_tangent (u := β * w j / 2) (v := β * Ω / 2)
      (by have := hw j; positivity) (by positivity)
      (fun h => hj (mul_left_cancel₀ hβ.ne' (by linarith)))
    have h2 : β / 2 * (w j * coth (β * w j / 2)) < β / 2 * (B + A * (w j ^ 2 - Ω ^ 2)) := by
      rw [hA, hB]
      linear_combination h
    rw [mul_assoc]
    exact mul_lt_mul_of_pos_left (lt_of_mul_lt_mul_left h2 (by positivity)) (hc j)
  have hle : ∀ j, c j * w j * coth (β * w j / 2) ≤ c j * (B + A * (w j ^ 2 - Ω ^ 2)) := by
    intro j
    by_cases hj : w j = Ω
    · rw [hj, hB]
      apply le_of_eq
      ring
    · exact (hlt j hj).le
  -- the linear term of the tangent cancels in the weighted sum
  have hsum : ∑ j, c j * (B + A * (w j ^ 2 - Ω ^ 2)) =
      staticSum c * Ω * coth (β * Ω / 2) := by
    have h : ∑ j, c j * (B + A * (w j ^ 2 - Ω ^ 2)) =
        staticSum c * (B - A * Ω ^ 2) + A * fSum c w := by
      unfold staticSum fSum
      rw [Finset.sum_mul, Finset.mul_sum, ← Finset.sum_add_distrib]
      exact Finset.sum_congr rfl fun j _ => by ring
    rw [h, ← hXF, hB]
    ring
  refine ⟨?_, ?_, ?_⟩
  · rw [← hsum]
    exact Finset.sum_le_sum fun j _ => hle j
  · intro heq
    have hall : ∀ j, w j = Ω := by
      intro j
      by_contra hj
      have h := Finset.sum_lt_sum (fun i _ => hle i) ⟨j, Finset.mem_univ j, hlt j hj⟩
      rw [hsum] at h
      exact h.ne heq
    intro i j
    rw [hall i, hall j]
  · intro h
    have hall : ∀ j, w j = Ω := by
      intro j
      have h1 : fSum c w = staticSum c * w j ^ 2 := by
        unfold fSum staticSum
        rw [Finset.sum_mul]
        exact Finset.sum_congr rfl fun i _ => by rw [h i j]
      have h2 : w j ^ 2 = Ω ^ 2 := mul_left_cancel₀ hX.ne' (h1.symm.trans hXF.symm)
      exact (sq_eq_sq₀ (hw j).le hΩ0.le).1 h2
    unfold fluctuation staticSum
    rw [Finset.sum_mul, Finset.sum_mul]
    exact Finset.sum_congr rfl fun j _ => by rw [hall j]

end

end ThermalFluctuationBound
```

```lean
#print axioms ThermalFluctuationBound.response_zero
-- 'ThermalFluctuationBound.response_zero' depends on axioms: [propext, Classical.choice, Quot.sound]
#print axioms ThermalFluctuationBound.response_high_frequency
-- 'ThermalFluctuationBound.response_high_frequency' depends on axioms: [propext, Classical.choice, Quot.sound]
#print axioms ThermalFluctuationBound.fluctuation_bound
-- 'ThermalFluctuationBound.fluctuation_bound' depends on axioms: [propext, Classical.choice, Quot.sound]
```

## From two derivatives to the sum over poles

In `hyperbolic_inequality`, the local statement `key` says that a function which vanishes at zero and has positive derivative on the positive axis is positive there. It is used first for \(g'\) (`h1`) and then for \(g\) (`h2`). The estimates `a1` to `a4` are those used above for \(g''\). The last lines multiply by \(\cosh u\).

The function \(s\) is `cothSlope`; its docstring refers to the slope in \(u^2/2\), hence the factor `cothSlope v / 2` in the tangent. `cothSlope_strictAntiOn` computes \(s'\) from `hasDerivAt_coth` and reads its sign from the hyperbolic inequality.

`coth_tangent` differentiates \(d\) in `dk` and separates the cases \(u<v\) and \(u>v\). In the first, \(d\) is strictly decreasing on `Ioc 0 v`; in the second, it is strictly increasing on `Ici v`.

In `fluctuation_bound`, `hXF` and `hroot` are the identities \(X\Omega^2=F\) and \(\sqrt{FX}=X\Omega\). The strict tangent bound for one pole is `hlt`, and `hle` adds the case \(w_j=\Omega\). The cancellation of the linear term is `hsum`. `Finset.sum_le_sum` then yields the inequality. For the equality condition, `Finset.sum_lt_sum` turns one frequency different from \(\Omega\) into a strict inequality, contradicting the assumed equality. The converse derives \(w_j^2=\Omega^2\) from the two expressions for \(F\) and takes the positive root.
